# Edge counting under a minimal-gap rule: partitions of L into at most N parts, equal to p(L) exactly when L ≤ N

To identify a Laughlin-type edge in an exact diagonalisation on the disk, one counts the low-lying states at each added angular momentum $L$ and compares the counts with the partition numbers $p(L) = 1, 1, 2, 3, 5, 7, \dots$ for $L = 0, 1, 2, \dots$ With only $N$ particles, one must know how far in $L$ the comparison is fair. For orbital configurations that obey a minimal-gap rule, the answer is $L \le N$.

Let $N$ particles occupy lowest-Landau-level orbitals with angular momenta $l_0, \dots, l_{N-1}$, and let $m$ be the minimal gap, with $m=3$ for filling $1/3$. The gap rule is $l_i + m \le l_{i+1}$. It is postulated here and stands for the short-range repulsion that keeps particles apart: at $m=3$, any three consecutive orbitals hold at most one particle. The densest configuration $0, m, 2m, \dots$ has total $mN(N-1)/2$, and $L$ is measured from there.

```lean
import Mathlib

namespace QuantumHallEdgeCounting
```

In Lean, a configuration is a function `Fin N → ℕ`, so particle labels start at 0 and angular momenta are non-negative. There is no largest orbital. `IsAdmissible` imposes the gap rule on neighbours.

```lean
/-- The gap rule: from each particle label to the next, the angular momentum rises by at least `m`.
-/
def IsAdmissible (m : ℕ) {N : ℕ} (l : Fin N → ℕ) : Prop :=
  ∀ i j : Fin N, (i : ℕ) + 1 = j → l i + m ≤ l j
```

`edgeStates m N L` collects the admissible configurations with the prescribed total.

```lean
/-- Configurations of `N` particles that obey the gap rule and have total angular momentum
`m N (N - 1) / 2 + L`. -/
def edgeStates (m N L : ℕ) : Set (Fin N → ℕ) :=
  {l | IsAdmissible m l ∧ ∑ i, l i = m * (N * (N - 1) / 2) + L}
```

A `Nat.Partition L` is a multiset of positive integers with sum $L$. `boundedPartitions` keeps those with at most $N$ parts.

```lean
/-- Partitions of `L` into at most `N` parts. -/
def boundedPartitions (N L : ℕ) : Set (Nat.Partition L) :=
  {p | Multiset.card p.parts ≤ N}
```

The partition $1+1+\dots+1$ of $L$ will decide where the full count fails.

```lean
/-- The partition of `L` into `L` single quanta. -/
def onesPartition (L : ℕ) : Nat.Partition L where
  parts := Multiset.replicate L 1
  parts_pos := by
    intro i hi
    rw [Multiset.eq_of_mem_replicate hi]
    exact Nat.one_pos
  parts_sum := by simp
```

The theorems hold for all natural $m$, $N$ and $L$. They count integer sequences, which are not themselves the wavefunctions: for two particles, the Laughlin state $(z_1-z_2)^3$ (Gaussian factor omitted) mixes the orbital pairs $(0,3)$ and $(1,2)$, and the second breaks the rule for $m=3$. That the zero-energy states of a model Hamiltonian are equally numerous needs a separate argument about wavefunctions.

## (a) The gap rule as a non-decreasing profile

**Task.** Show that $l$ obeys the gap rule exactly when $l_i = e_i + mi$ with $e_0 \le e_1 \le \dots \le e_{N-1}$ natural numbers.

**Solution.** Adding $d$ successive gaps gives $l_i + md \le l_{i+d}$. Starting from particle 0, this yields $l_i \ge l_0 + mi \ge mi$, so $e_i = l_i - mi$ is a natural number. For $i \le j$,
$$e_j = l_j - mj \ge l_i + m(j-i) - mj = e_i.$$
Conversely, $l_{i+1} - l_i = e_{i+1} - e_i + m \ge m$.

In the proof, `step` is the accumulated gap, by induction on $d$, and `low` is the bound $mi \le l_i$, which makes the subtraction in ℕ legitimate. `omega` settles the remaining linear inequalities.

```lean
/-- A configuration obeys the gap rule exactly when it is the densest configuration
`0, m, 2m, ...` plus a non-decreasing excitation profile. -/
theorem admissible_iff {m N : ℕ} {l : Fin N → ℕ} :
    IsAdmissible m l ↔ ∃ e : Fin N → ℕ, Monotone e ∧ l = fun i => e i + m * (i : ℕ) := by
  constructor
  · intro h
    -- the gap rule accumulates over `d` steps
    have step : ∀ (d : ℕ) (i j : Fin N), (i : ℕ) + d = j → l i + m * d ≤ l j := by
      intro d
      induction d with
      | zero =>
        intro i j hij
        have hij' : i = j := Fin.ext (by omega)
        subst hij'
        simp
      | succ d ih =>
        intro i j hij
        have hk : (i : ℕ) + d < N := by
          have := j.isLt
          omega
        have h1 := ih i ⟨i + d, hk⟩ rfl
        have h2 := h ⟨i + d, hk⟩ j (by show (i : ℕ) + d + 1 = j; omega)
        rw [mul_add, mul_one]
        omega
    have low : ∀ i : Fin N, m * (i : ℕ) ≤ l i := by
      intro i
      have h0 : 0 < N := by
        have := i.isLt
        omega
      have := step i ⟨0, h0⟩ i (Nat.zero_add _)
      omega
    refine ⟨fun i => l i - m * (i : ℕ), ?_, ?_⟩
    · intro i j hij
      have hij' : (i : ℕ) ≤ j := hij
      have s := step ((j : ℕ) - i) i j (by omega)
      have hm : m * (j : ℕ) = m * (i : ℕ) + m * ((j : ℕ) - i) := by
        rw [← mul_add, Nat.add_sub_cancel' hij']
      have := low i
      have := low j
      show l i - m * (i : ℕ) ≤ l j - m * (j : ℕ)
      omega
    · funext i
      have := low i
      show l i = l i - m * (i : ℕ) + m * (i : ℕ)
      omega
  · rintro ⟨e, he, rfl⟩ i j hij
    have h1 : e i ≤ e j := he (Fin.le_def.2 (by omega))
    show e i + m * (i : ℕ) + m ≤ e j + m * (j : ℕ)
    rw [← hij, mul_add, mul_one]
    omega
```

## (b) Splitting the total angular momentum

**Task.** Show that the total is the ground value plus the sum of the profile.

**Solution.**
$$\sum_{i=0}^{N-1}(e_i + mi) = \sum_i e_i + m\sum_{i=0}^{N-1} i = \sum_i e_i + m\,\frac{N(N-1)}{2}.$$
The Lean proof distributes the sum, extracts $m$ and inserts the same arithmetic series.

```lean
/-- The total angular momentum is `m N (N - 1) / 2` plus the sum of the excitation profile. -/
theorem total_momentum (m : ℕ) {N : ℕ} (e : Fin N → ℕ) :
    ∑ i, (e i + m * (i : ℕ)) = m * (N * (N - 1) / 2) + ∑ i, e i := by
  have h : ∑ i : Fin N, (i : ℕ) = N * (N - 1) / 2 :=
    (Fin.sum_univ_eq_sum_range (fun k => k) N).trans (Finset.sum_range_id N)
  rw [Finset.sum_add_distrib, ← Finset.mul_sum, h, add_comm]
```

## (c) Sorted lists with the same entries

**Task.** Show that two non-decreasing lists that are permutations of each other are equal.

**Solution.** If one list is empty, so is the other. Otherwise let the heads be $a$ and $b$. Since $b$ occurs in the first list, $a \le b$; since $a$ occurs in the second, $b \le a$. Hence $a=b$. Remove the heads and repeat with the shorter lists. The recursive call at the end of the proof is this repetition.

```lean
/-- Two non-decreasing lists of natural numbers that are permutations of each other are equal. -/
theorem sorted_perm_eq : ∀ {s t : List ℕ},
    s.Pairwise (· ≤ ·) → t.Pairwise (· ≤ ·) → s.Perm t → s = t
  | [], _, _, _, h => h.nil_eq
  | _ :: _, [], _, _, h => absurd h.length_eq (by simp)
  | a :: s, b :: t, hs, ht, h => by
    have ha : a ∈ b :: t := h.mem_iff.1 (by simp)
    have hb : b ∈ a :: s := h.mem_iff.2 (by simp)
    rw [List.pairwise_cons] at hs ht
    have hab : a = b := by
      rcases List.mem_cons.1 ha with r | r
      · exact r
      rcases List.mem_cons.1 hb with q | q
      · exact q.symm
      exact le_antisymm (hs.1 b q) (ht.1 a r)
    subst hab
    rw [sorted_perm_eq hs.2 ht.2 h.cons_inv]
```

## (d) Every multiset has a non-decreasing arrangement

**Task.** Arrange any $N$ natural numbers, repetitions allowed, as a profile.

**Solution.** Write them as a list and sort it. Sorting permutes the positions and leaves the multiset of values unchanged. `Tuple.sort` supplies the permutation, `Tuple.monotone_sort` the ordering, and `hσ` says that permuting all the labels gives all the labels again.

```lean
/-- Any `N` excitation quanta numbers can be arranged as a non-decreasing profile. -/
theorem exists_profile {N : ℕ} (s : Multiset ℕ) (hs : Multiset.card s = N) :
    ∃ e : Fin N → ℕ, Monotone e ∧ Finset.univ.val.map e = s := by
  obtain ⟨t, rfl⟩ := Quot.exists_rep s
  have ht : t.length = N := hs
  subst ht
  have hσ : Finset.univ.val.map (Tuple.sort t.get) = Finset.univ.val :=
    congrArg Finset.val (Finset.map_univ_equiv (Tuple.sort t.get))
  have h2 : Finset.univ.val.map t.get = (t : Multiset ℕ) := by
    rw [Fin.univ_val_map, List.ofFn_get]
  exact ⟨t.get ∘ Tuple.sort t.get, Tuple.monotone_sort _,
    (Multiset.map_map _ _ _).symm.trans ((congrArg (Multiset.map t.get) hσ).trans h2)⟩
```

## (e) The arrangement is unique

**Task.** Show that two non-decreasing profiles with the same multiset of values coincide.

**Solution.** Their lists of values are sorted and are permutations of each other, so they are equal by (c). Equal lists of values mean equal functions, which is `List.ofFn_injective`.

```lean
/-- A non-decreasing profile is determined by the multiset of its values. -/
theorem profile_unique {N : ℕ} {e f : Fin N → ℕ} (he : Monotone e) (hf : Monotone f)
    (h : Finset.univ.val.map e = Finset.univ.val.map f) : e = f := by
  rw [Fin.univ_val_map, Fin.univ_val_map] at h
  exact List.ofFn_injective (sorted_perm_eq
    (List.pairwise_ofFn.2 fun _ _ hij => he hij.le)
    (List.pairwise_ofFn.2 fun _ _ hij => hf hij.le) (Multiset.coe_eq_coe.1 h))
```

## (f) Number of parts against their sum

**Task.** Show that positive integers number at most their sum, with equality only if all are 1.

**Solution.** For positive integers $x_1, \dots, x_k$,
$$\sum_{j=1}^k x_j - k = \sum_{j=1}^k (x_j - 1) \ge 0,$$
and the right-hand sum vanishes only if every $x_j = 1$. Lean reaches both statements together by adding one part at a time.

```lean
/-- Positive parts number at most their sum, and if the two agree every part is one. -/
theorem card_le_sum_of_pos (s : Multiset ℕ) : (∀ x ∈ s, 0 < x) →
    Multiset.card s ≤ s.sum ∧ (s.sum ≤ Multiset.card s → ∀ x ∈ s, x = 1) := by
  induction s using Multiset.induction_on with
  | empty => simp
  | cons a s ih =>
    intro h
    have ha := h a (Multiset.mem_cons_self a s)
    obtain ⟨h1, h2⟩ := ih fun x hx => h x (Multiset.mem_cons_of_mem hx)
    rw [Multiset.card_cons, Multiset.sum_cons]
    refine ⟨by omega, fun hle x hx => ?_⟩
    rcases Multiset.mem_cons.1 hx with hx | hx
    · omega
    · exact h2 (by omega) x hx
```

## (g) Edge configurations and bounded partitions

**Task.** Construct a bijection between the edge configurations at $L$ and the partitions of $L$ into at most $N$ parts.

**Solution.** Take a partition with $k \le N$ parts, append $N-k$ zeros, arrange the result as a profile $e$ by (d), and set $l_i = e_i + mi$. By (a) this obeys the gap rule, and by (b) its total is $mN(N-1)/2 + L$.

The map is injective: equal configurations have equal profiles, and deleting the zeros recovers the partition. It is surjective: given an edge configuration, (a) provides its profile $e$ and (b) gives $\sum_i e_i = L$. The non-zero entries form a partition with at most $N$ parts. Padding it restores the multiset of values, and by (e) the arranged profile is $e$ itself.

For $N=3$, $m=3$, $L=4$ the result is:

| Partition | Profile | Configuration |
|---|---|---|
| $4$ | $(0,0,4)$ | $(0,3,10)$ |
| $3+1$ | $(0,1,3)$ | $(0,4,9)$ |
| $2+2$ | $(0,2,2)$ | $(0,5,8)$ |
| $2+1+1$ | $(1,1,2)$ | $(1,4,8)$ |

In code, the configurations that obey the gap rule can thus be listed by a loop over partitions, without a search over all orbital occupations. For $m=3$ they do not replace the basis of an exact diagonalisation, which also needs occupations that break the rule. The first row also shows the orbital cutoff: for $N \ge 1$, the enumeration needs orbitals up to $m(N-1)+L$, here 10.

In Lean, `choose` selects a profile for each partition and `Φ` is the map just described. `strip` deletes the zeros for injectivity, and `hpad` restores them for surjectivity. The statement `Nonempty (... ≃ ...)` says that a bijection exists.

```lean
/-- Configurations with gaps at least `m` and angular momentum `L` above `m N (N - 1) / 2` are
equinumerous with partitions of `L` into at most `N` parts. -/
theorem edgeStates_equiv_partitions (m N L : ℕ) :
    Nonempty (edgeStates m N L ≃ boundedPartitions N L) := by
  -- pad each partition with zeros and arrange it as a profile
  have key : ∀ p : boundedPartitions N L, ∃ e : Fin N → ℕ, Monotone e ∧
      Finset.univ.val.map e =
        p.1.parts + Multiset.replicate (N - Multiset.card p.1.parts) 0 := fun p =>
    exists_profile _ (by
      have h : Multiset.card p.1.parts ≤ N := p.2
      rw [Multiset.card_add, Multiset.card_replicate]
      omega)
  choose e he hmap using key
  have hsum : ∀ p, ∑ i, e p i = L := by
    intro p
    have h := congrArg Multiset.sum (hmap p)
    rw [Multiset.sum_add, Multiset.sum_replicate, p.1.parts_sum, smul_zero, add_zero] at h
    exact h
  let Φ : boundedPartitions N L → edgeStates m N L := fun p =>
    ⟨fun i => e p i + m * (i : ℕ), admissible_iff.2 ⟨e p, he p, rfl⟩, by
      rw [total_momentum, hsum p]⟩
  refine ⟨(Equiv.ofBijective Φ ⟨?_, ?_⟩).symm⟩
  · intro p q h
    have heq : e p = e q := by
      funext i
      have h' : e p i + m * (i : ℕ) = e q i + m * (i : ℕ) :=
        congrFun (congrArg Subtype.val h) i
      exact Nat.add_right_cancel h'
    -- deleting the zeros recovers the partition
    have strip : ∀ (r : Nat.Partition L) (k : ℕ),
        (r.parts + Multiset.replicate k 0).filter (fun x => 0 < x) = r.parts := by
      intro r k
      rw [Multiset.filter_add, Multiset.filter_eq_self.2 (fun x hx => r.parts_pos hx),
        Multiset.filter_eq_nil.2 (fun x hx => by
          rw [Multiset.eq_of_mem_replicate hx]; exact lt_irrefl 0), add_zero]
    have h2 := (hmap p).symm.trans ((congrArg (fun f => Finset.univ.val.map f) heq).trans (hmap q))
    have h3 := congrArg (Multiset.filter (fun x => 0 < x)) h2
    rw [strip, strip] at h3
    exact Subtype.ext (Nat.Partition.ext h3)
  · rintro ⟨l, hl, hs⟩
    obtain ⟨f, hf, rfl⟩ := admissible_iff.1 hl
    have hs' : ∑ i, f i = L := Nat.add_left_cancel ((total_momentum m f).symm.trans hs)
    have hcard : Multiset.card (Finset.univ.val.map f) = N := by simp
    -- the non-zero entries of the profile, padded with zeros, give back the profile
    have hpad : (Finset.univ.val.map f).filter (fun x => 0 < x) + Multiset.replicate
        (N - Multiset.card ((Finset.univ.val.map f).filter (fun x => 0 < x))) 0
        = Finset.univ.val.map f := by
      have h := Multiset.filter_add_not (fun x => 0 < x) (Finset.univ.val.map f)
      have hc := congrArg Multiset.card h
      rw [Multiset.card_add, hcard] at hc
      have hz := Multiset.eq_replicate.2 ⟨Nat.eq_sub_of_add_eq' hc, fun b hb =>
        Nat.eq_zero_of_not_pos (Multiset.mem_filter.1 hb).2⟩
      rw [← hz]
      exact h
    let p : Nat.Partition L :=
      ⟨(Finset.univ.val.map f).filter (fun x => 0 < x),
        fun hx => (Multiset.mem_filter.1 hx).2, by
          have h := congrArg Multiset.sum hpad
          rw [Multiset.sum_add, Multiset.sum_replicate, smul_zero, add_zero] at h
          exact h.trans hs'⟩
    have hp : p ∈ boundedPartitions N L :=
      (Multiset.card_le_card (Multiset.filter_le _ _)).trans hcard.le
    have hef : e ⟨p, hp⟩ = f := profile_unique (he _) hf ((hmap _).trans hpad)
    refine ⟨⟨p, hp⟩, Subtype.ext ?_⟩
    show (fun i => e ⟨p, hp⟩ i + m * (i : ℕ)) = fun i => f i + m * (i : ℕ)
    rw [hef]
```

## (h) The count does not depend on the gap

**Task.** Compare the counts for gaps $m$ and $m'$ at the same $N$ and $L$.

**Solution.** Both sets are in bijection with the same partitions, so composing one bijection with the inverse of the other gives equal counts. In particular, $m=3$ gives the same numbers as $m=1$, the rule for non-interacting fermions in one Landau level. Within this model, the count alone therefore cannot identify the filling.

```lean
/-- The number of edge states at given `N` and `L` is the same for any two minimal gaps. -/
theorem edge_count_independent_of_gap (m m' N L : ℕ) :
    Nat.card (edgeStates m N L) = Nat.card (edgeStates m' N L) := by
  obtain ⟨f⟩ := edgeStates_equiv_partitions m N L
  obtain ⟨g⟩ := edgeStates_equiv_partitions m' N L
  exact Nat.card_congr (f.trans g.symm)
```

## (i) The full count holds exactly for L ≤ N

**Task.** Decide when the number of edge configurations equals $p(L)$.

**Solution.** By (g) we compare the partitions with at most $N$ parts to all partitions of $L$. The first set is contained in the second, which is finite, so the counts agree exactly when the sets do. If they do, the partition into $L$ ones has at most $N$ parts, hence $L \le N$. Conversely, if $L \le N$, every partition of $L$ has at most $L \le N$ parts by (f).

Here `Fintype.card (Nat.Partition L)` is $p(L)$, and `Set.eq_of_subset_of_ncard_le` turns equal counts into equal sets.

```lean
/-- The number of edge states equals the number of all partitions of `L` exactly when
`L ≤ N`. -/
theorem full_edge_count_iff (m N L : ℕ) :
    Nat.card (edgeStates m N L) = Fintype.card (Nat.Partition L) ↔ L ≤ N := by
  obtain ⟨f⟩ := edgeStates_equiv_partitions m N L
  rw [Nat.card_congr f, Nat.card_coe_set_eq, ← Nat.card_eq_fintype_card, ← Set.ncard_univ]
  constructor
  · intro h
    have hu : boundedPartitions N L = Set.univ :=
      Set.eq_of_subset_of_ncard_le (Set.subset_univ _) h.ge
    -- the partition into single quanta has `L` parts
    have h1 : onesPartition L ∈ boundedPartitions N L := hu ▸ Set.mem_univ _
    have h2 : Multiset.card (Multiset.replicate L 1) ≤ N := h1
    rwa [Multiset.card_replicate] at h2
  · intro h
    refine congrArg Set.ncard (Set.eq_univ_of_forall fun p => ?_)
    have h1 := (card_le_sum_of_pos p.parts fun x hx => p.parts_pos hx).1
    rw [p.parts_sum] at h1
    exact h1.trans h
```

## (j) One configuration is missing at L = N + 1

**Task.** Find the deficit at the first $L$ where the full count fails.

**Solution.** A partition of $N+1$ is excluded only if it has more than $N$ parts. By (f) it has at most $N+1$, so it has exactly $N+1$, and then all its parts are 1. Just one partition is lost, and the count is $p(N+1)-1$. The table in (g) agrees: four configurations against $p(4)=5$, with $1+1+1+1$ absent.

The proof identifies the complement of the bounded partitions as this single element (`hc`) and adds the sizes of the set and its complement. In a comparison with numerical data, a deficit of one at $L=N+1$ is thus what the gap rule predicts for finite $N$, and is not by itself evidence against the edge.

```lean
/-- At `L = N + 1` the number of edge states is one less than the number of partitions of `L`. -/
theorem first_missing_edge_state (m N : ℕ) :
    Nat.card (edgeStates m N (N + 1)) + 1 = Fintype.card (Nat.Partition (N + 1)) := by
  obtain ⟨f⟩ := edgeStates_equiv_partitions m N (N + 1)
  -- only the partition into single quanta has too many parts
  have hc : (boundedPartitions N (N + 1))ᶜ = {onesPartition (N + 1)} := by
    ext p
    rw [Set.mem_compl_iff, Set.mem_singleton_iff]
    constructor
    · intro h
      have h' : ¬ Multiset.card p.parts ≤ N := h
      obtain ⟨h1, h2⟩ := card_le_sum_of_pos p.parts fun x hx => p.parts_pos hx
      rw [p.parts_sum] at h1 h2
      exact Nat.Partition.ext (Multiset.eq_replicate.2 ⟨by omega, h2 (by omega)⟩)
    · rintro rfl h
      have h' : Multiset.card (Multiset.replicate (N + 1) 1) ≤ N := h
      rw [Multiset.card_replicate] at h'
      omega
  have h := Set.ncard_add_ncard_compl (boundedPartitions N (N + 1))
  rw [hc, Set.ncard_singleton] at h
  rw [Nat.card_congr f, Nat.card_coe_set_eq, ← Nat.card_eq_fintype_card]
  exact h

end QuantumHallEdgeCounting
```

```lean
#print axioms QuantumHallEdgeCounting.edge_count_independent_of_gap
#print axioms QuantumHallEdgeCounting.full_edge_count_iff
#print axioms QuantumHallEdgeCounting.first_missing_edge_state
```

```
'QuantumHallEdgeCounting.edge_count_independent_of_gap' depends on axioms: [propext, Classical.choice, Quot.sound]
'QuantumHallEdgeCounting.full_edge_count_iff' depends on axioms: [propext, Classical.choice, Quot.sound]
'QuantumHallEdgeCounting.first_missing_edge_state' depends on axioms: [propext, Classical.choice, Quot.sound]
```
